# A real symmetric matrix has a full orthonormal set of eigenvectors, with positive eigenvalues if it is positive definite

The declaration says that for any real symmetric n × n matrix S there are a real matrix O and real numbers d₁, …, dₙ with OᵀO = 1 and SO = O diag(d). The columns of O are thus eigenvectors of S, orthonormal in the ordinary dot product, and the d's are their eigenvalues; if S is also positive definite, every eigenvalue is positive. The attempt builds O from Mathlib's eigenvector basis for S, takes d to be the matching eigenvalues, and checks the two matrix equations entry by entry.

The failing Lean file:

```lean
import Mathlib

open Matrix Finset

namespace ExistsEigenvectors

noncomputable section

variable {n : ℕ}

/-- A real symmetric matrix has an orthonormal set of eigenvectors, with positive eigenvalues if
the matrix is positive definite. -/
theorem exists_eigenvectors {S : Matrix (Fin n) (Fin n) ℝ} (hS : S.IsHermitian) :
    ∃ (O : Matrix (Fin n) (Fin n) ℝ) (d : Fin n → ℝ),
      Oᵀ * O = 1 ∧ S * O = O * diagonal d ∧ (S.PosDef → ∀ k, 0 < d k) := by
  refine ⟨Matrix.of fun i j => (hS.eigenvectorBasis j).ofLp i, hS.eigenvalues, ?_, ?_,
    fun h => h.eigenvalues_pos⟩
  · ext i j
    have h := orthonormal_iff_ite.mp hS.eigenvectorBasis.orthonormal i j
    simpa [PiLp.inner_apply, Matrix.mul_apply, Matrix.one_apply, mul_comm] using h
  · ext i j
    have h := congrFun (hS.mulVec_eigenvectorBasis j) i
    simpa [Matrix.mul_apply, mulVec, dotProduct, mul_diagonal, mul_comm] using h

end

end ExistsEigenvectors
```

Messages:

```
Main.lean:23:4: error: Type mismatch: After simplification, term
  h
 has type
  ∑ x, S i x * (hS.eigenvectorBasis j).ofLp x = hS.eigenvalues j * (hS.eigenvectorBasis j).ofLp i
but is expected to have type
  ∑ j_1, S i j_1 * (hS.eigenvectorBasis j).ofLp j_1 =
    ∑ j_1, diagonal hS.eigenvalues j_1 j * (hS.eigenvectorBasis j_1).ofLp i
```

Diagnosis. The error is in the check of SO = O diag(d). The hypothesis `h` has the eigenvalue times one eigenvector component on its right, but the goal still has a sum over entries of `diagonal hS.eigenvalues`.

Two of the lemmas given to `simpa` apply to an entry of O diag(d). `mul_diagonal` turns it directly into an entry of O times an eigenvalue, while `Matrix.mul_apply` expands it as a general matrix product. The sum in the message shows that the general expansion was used. After that there was no product with a diagonal matrix left for `mul_diagonal` to match, and nothing else in the call collapsed the sum.

The repair fixes the order. `rw` applies `mul_diagonal` first, which reduces the right side to a single term, and then `Matrix.mul_apply`, which expands the remaining product SO on the left. The final `simpa` no longer needs those two lemmas; it unfolds the matrix–vector product in `h` and matches the order of the factors.

The change, after which it compiles:

```diff
@@ -21,5 +21,6 @@
   · ext i j
     have h := congrFun (hS.mulVec_eigenvectorBasis j) i
-    simpa [Matrix.mul_apply, mulVec, dotProduct, mul_diagonal, mul_comm] using h
+    rw [mul_diagonal, Matrix.mul_apply]
+    simpa [mulVec, dotProduct, mul_comm] using h
 
 end
```
